# A real two-stage drive whose final propagator has no real Magnus exponent

## A logarithm that real arithmetic cannot return

Suppose a program integrates a real linear system over one drive period and then asks for a real constant generator that would have produced the same final propagator. If it assumes that such a generator always exists, it can search for a real matrix logarithm where there is none. Whatever real matrix it returns, the exponential of that matrix is not the propagator.

This happens already for two variables and a drive with two constant stages. Each stage has a real exponent by construction, but their product has none.

## A squeeze followed by a half turn

Let $z=(q,p)^T$ be the phase-space vector of one degree of freedom, in dimensionless units, and set

$$
J=\begin{pmatrix}0&1\\-1&0\end{pmatrix},\qquad
K=\begin{pmatrix}1&0\\0&-1\end{pmatrix}.
$$

The equation of motion is $\dot z=A(t)z$ with

$$
A(t)=\begin{cases}\ln 2\;K, & t<1,\\ \pi J, & t\ge 1,\end{cases}
\qquad 0\le t\le 2 .
$$

In the first stage the Hamiltonian is $\ln 2\;qp$, which doubles $q$ and halves $p$ in unit time. In the second it is $\tfrac{\pi}{2}(q^2+p^2)$, a harmonic oscillator that runs for half its period.

The propagator $U(t)$ satisfies $U(0)=1$ and $U'=A(t)U$. A Magnus exponent of the whole drive is a matrix $X$ with $e^X=U(2)$. The first term of the Magnus series is the integral of $A$ and the later ones are integrals of nested commutators of $A$ at different times, so they are all real when $A$ is real. If no real $X$ exists, the partial sums cannot converge to an exponent of $U(2)$.

For a single quantum mode driven by these two Hamiltonians, with $qp$ replaced by the Hermitian product $\tfrac12(qp+pq)$, the Heisenberg equations for $q$ and $p$ are these same linear equations. Within that model, no time-independent Hermitian quadratic Hamiltonian, acting from $t=0$ to $t=2$, produces the same final map of $q$ and $p$: its equations of motion have a real constant generator $B$, and $X=2B$ would be a real exponent of $U(2)$.

## What is claimed

- Every propagator of the drive ends at $U(2)=\mathrm{diag}(-2,-\tfrac12)$.
- No real $2\times2$ matrix $X$ satisfies $e^X=U(2)$.
- A propagator exists, so these statements are not empty.
- The drive applied twice does have a real exponent: $U(2)^2=e^{2\ln 2\,K}$.

The obstruction comes from a statement in any finite dimension: a real diagonal matrix with a negative entry that occurs only once is not the exponential of a real matrix.

## Derivation of the final propagator

**Constant generator.** Let $U'=AU$ on $[a,b)$, with right derivatives and $U$ continuous on $[a,b]$. Put $G(t)=e^{(b-t)A}U(t)$. Then

$$
G'(t)=-e^{(b-t)A}A\,U(t)+e^{(b-t)A}A\,U(t)=0 ,
$$

so $G$ is constant. Comparing $G(b)=U(b)$ with $G(a)=e^{(b-a)A}U(a)$ gives $U(b)=e^{(b-a)A}U(a)$.

**Rotation.** Since $J^2=-1$, the function $C(t)=\cos(t\theta)\,1+\sin(t\theta)\,J$ satisfies

$$
C'(t)=\theta\bigl(-\sin(t\theta)\,1+\cos(t\theta)\,J\bigr)=\theta J\,C(t),\qquad C(0)=1 .
$$

By the previous step on $[0,1]$, $e^{\theta J}=C(1)=\cos\theta\,1+\sin\theta\,J$. Hence $e^{\pi J}=-1$.

**Squeeze.** Since $K^2=1$, the same argument with hyperbolic functions gives $e^{sK}=\cosh s\,1+\sinh s\,K=\mathrm{diag}(e^s,e^{-s})$. Hence $e^{\ln 2\,K}=\mathrm{diag}(2,\tfrac12)$.

**Product.** The later stage stands on the left:

$$
U(2)=e^{\pi J}e^{\ln 2\,K}=-\,\mathrm{diag}(2,\tfrac12)=\mathrm{diag}(-2,-\tfrac12).
$$

Squaring gives $\mathrm{diag}(4,\tfrac14)=e^{2\ln 2\,K}$.

## Derivation of the obstruction

Let $D=\mathrm{diag}(d)$ be real, with $d_i<0$ and $d_j\neq d_i$ for all $j\ne i$. Suppose $e^X=D$ with $X$ real. Then $Y=e^{X/2}$ is real and $Y^2=D$. It commutes with $D$, because $YD=Y^3=DY$. The $(i,j)$ entry of this identity reads

$$
Y_{ij}d_j=d_iY_{ij},\qquad\text{so}\qquad Y_{ij}(d_j-d_i)=0 ,
$$

and $Y_{ij}=0$ for $j\neq i$. Therefore

$$
d_i=(Y^2)_{ii}=\sum_j Y_{ij}Y_{ji}=Y_{ii}^2\ge 0 ,
$$

which contradicts $d_i<0$. For $U(2)$, the entry $-2$ is negative and differs from $-\tfrac12$.

## When the negative entry is repeated

Without the condition that $d_i$ occurs only once, the statement is false. The matrix $\mathrm{diag}(-1,-1)$ has negative entries and equals $e^{\pi J}$, with $\pi J$ real. Here $Y=e^{\pi J/2}=J$ is a real square root of $-1$, and its off-diagonal entries survive because $d_j-d_i=0$.

## How the Lean statements express this

`Mat2` is the type of real $2\times2$ matrices, so an `X : Mat2` is real by its type. Complex exponents are not excluded: $\mathrm{diag}(\ln 2+i\pi,\,-\ln 2+i\pi)$ is one, by direct exponentiation. `NormedSpace.exp` is the matrix exponential, and `generator` is $A(t)$. Lean numbers the rows and columns 0 and 1, whereas the names `E11`, `E12` in the comments count from 1.

`IsPropagator U` contains the initial value, continuity on $[0,2]$ and the equation of motion at every $t$ in $[0,2)$. The derivative is taken from the right (`Ici t`), so the equation also makes sense at the switch $t=1$, where the left and right derivatives differ.

`no_real_magnus_exponent` says that for any such `U` there is no `X : Mat2` with `NormedSpace.exp X = U 2`. The Magnus series itself is not defined in the file; the theorem concerns any real exponent, however it is obtained. The model has an instantaneous switch and these particular stage strengths, and the theorem makes no statement about other drives.

## The complete file

```lean
import Mathlib

open Set
open scoped Matrix.Norms.Operator Topology

namespace MissingRealMagnusExponent

noncomputable section

/-- Real two-by-two matrices. -/
abbrev Mat2 := Matrix (Fin 2) (Fin 2) ℝ

/-- The rotation generator `E12 - E21`. -/
def J : Mat2 := !![0, 1; -1, 0]

/-- The squeeze generator `E11 - E22`. -/
def K : Mat2 := !![1, 0; 0, -1]

/-- The piecewise constant generator: squeeze before time 1, rotate from time 1 on. -/
def generator (t : ℝ) : Mat2 :=
  if t < 1 then Real.log 2 • K else Real.pi • J

/-- `U` is a propagator of the driven system on the time interval from 0 to 2: it starts at the
identity, is continuous, and obeys `U' = A(t) U` with the derivative taken from the right. -/
def IsPropagator (U : ℝ → Mat2) : Prop :=
  U 0 = 1 ∧ ContinuousOn U (Icc 0 2) ∧
    ∀ t ∈ Ico (0 : ℝ) 2, HasDerivWithinAt U (generator t * U t) (Ici t) t

/-- While the generator is constant, the equation of motion propagates by its exponential. -/
theorem propagate_const (A : Mat2) (U : ℝ → Mat2) {a b : ℝ} (hab : a ≤ b)
    (hc : ContinuousOn U (Icc a b))
    (hU : ∀ t ∈ Ico a b, HasDerivWithinAt U (A * U t) (Ici t) t) :
    U b = NormedSpace.exp ((b - a) • A) * U a := by
  have hE : ∀ t : ℝ, HasDerivAt (fun s : ℝ => NormedSpace.exp ((b - s) • A))
      (-(NormedSpace.exp ((b - t) • A) * A)) t := fun t =>
    HasDerivAt.comp_const_sub b t (hasDerivAt_exp_smul_const A (b - t))
  have hEc : Continuous (fun s : ℝ => NormedSpace.exp ((b - s) • A)) :=
    continuous_iff_continuousAt.2 fun t => (hE t).continuousAt
  -- propagating the state at time t on to time b gives a constant of the motion
  have h := constant_of_has_deriv_right_zero
    (f := fun t : ℝ => NormedSpace.exp ((b - t) • A) * U t)
    (hEc.continuousOn.mul hc)
    (fun t ht => by
      refine HasDerivWithinAt.congr_deriv ((hE t).hasDerivWithinAt.mul (hU t ht)) ?_
      noncomm_ring)
    b (right_mem_Icc.2 hab)
  simpa only [sub_self, zero_smul, NormedSpace.exp_zero, one_mul] using h

/-- The exponential of `θ (E12 - E21)` is the clockwise plane rotation by the angle `θ`. -/
theorem exp_rotation (θ : ℝ) :
    NormedSpace.exp (θ • J) = !![Real.cos θ, Real.sin θ; -Real.sin θ, Real.cos θ] := by
  have hd : ∀ t : ℝ, HasDerivAt
      (fun s : ℝ => Real.cos (s * θ) • (1 : Mat2) + Real.sin (s * θ) • J)
      ((θ • J) * (Real.cos (t * θ) • (1 : Mat2) + Real.sin (t * θ) • J)) t := by
    intro t
    refine HasDerivAt.congr_deriv
      (((hasDerivAt_mul_const θ).cos.smul_const (1 : Mat2)).fun_add
        ((hasDerivAt_mul_const θ).sin.smul_const J)) ?_
    have hJ : J * J = -1 := by
      rw [J, Matrix.one_fin_two]
      ext i j
      fin_cases i <;> fin_cases j <;> simp [Matrix.mul_apply, Fin.sum_univ_two]
    rw [mul_add, smul_mul_smul_comm, smul_mul_smul_comm, mul_one, hJ]
    module
  have h := propagate_const (θ • J) _ (zero_le_one' ℝ)
    (fun t _ => (hd t).continuousAt.continuousWithinAt)
    (fun t _ => (hd t).hasDerivWithinAt)
  simp only [one_mul, zero_mul, sub_zero, one_smul, Real.cos_zero, Real.sin_zero, zero_smul,
    add_zero, mul_one] at h
  rw [← h]
  ext i j
  fin_cases i <;> fin_cases j <;> simp [J]

/-- The exponential of `s (E11 - E22)` multiplies the first coordinate by `exp s` and the second by
`exp (-s)`. -/
theorem exp_squeeze (s : ℝ) :
    NormedSpace.exp (s • K) = !![Real.exp s, 0; 0, Real.exp (-s)] := by
  have hd : ∀ t : ℝ, HasDerivAt
      (fun r : ℝ => Real.cosh (r * s) • (1 : Mat2) + Real.sinh (r * s) • K)
      ((s • K) * (Real.cosh (t * s) • (1 : Mat2) + Real.sinh (t * s) • K)) t := by
    intro t
    refine HasDerivAt.congr_deriv
      (((hasDerivAt_mul_const s).cosh.smul_const (1 : Mat2)).fun_add
        ((hasDerivAt_mul_const s).sinh.smul_const K)) ?_
    have hK : K * K = 1 := by
      rw [K, Matrix.one_fin_two]
      ext i j
      fin_cases i <;> fin_cases j <;> simp [Matrix.mul_apply, Fin.sum_univ_two]
    rw [mul_add, smul_mul_smul_comm, smul_mul_smul_comm, mul_one, hK]
    module
  have h := propagate_const (s • K) _ (zero_le_one' ℝ)
    (fun t _ => (hd t).continuousAt.continuousWithinAt)
    (fun t _ => (hd t).hasDerivWithinAt)
  simp only [one_mul, zero_mul, sub_zero, one_smul, Real.cosh_zero, Real.sinh_zero, zero_smul,
    add_zero, mul_one] at h
  rw [← h]
  ext i j
  fin_cases i <;> fin_cases j <;> simp [K, Real.cosh_eq, Real.sinh_eq] <;> ring

/-- A squeeze by the factor 2 followed by a half turn is `diag(-2, -1/2)`. -/
theorem exp_mul_exp_eq :
    NormedSpace.exp (Real.pi • J) * NormedSpace.exp (Real.log 2 • K)
      = Matrix.diagonal ![-2, -1 / 2] := by
  rw [exp_rotation, exp_squeeze, Real.exp_neg, Real.exp_log two_pos]
  ext i j
  fin_cases i <;> fin_cases j <;>
    norm_num [Matrix.mul_apply, Fin.sum_univ_succ, Matrix.diagonal]

/-- In any finite dimension, a real diagonal matrix with a negative entry that occurs only once is
not the exponential of a real matrix. -/
theorem exp_ne_diagonal {n : Type*} [Fintype n] [DecidableEq n] (d : n → ℝ) (i : n)
    (hneg : d i < 0) (hsimple : ∀ j, j ≠ i → d j ≠ d i) (X : Matrix n n ℝ) :
    NormedSpace.exp X ≠ Matrix.diagonal d := by
  intro hX
  -- the half-step exponential is a real square root
  obtain ⟨Y, hY⟩ : ∃ Y : Matrix n n ℝ, Y * Y = Matrix.diagonal d := by
    refine ⟨NormedSpace.exp ((1 / 2 : ℝ) • X), ?_⟩
    rw [← Matrix.exp_add_of_commute _ _ (Commute.refl _), ← hX]
    congr 1
    module
  have hcomm : Y * Matrix.diagonal d = Matrix.diagonal d * Y := by
    rw [← hY, mul_assoc]
  -- commuting with the diagonal matrix decouples the direction i
  have hoff : ∀ j, j ≠ i → Y i j = 0 := by
    intro j hj
    have h := congrFun (congrFun hcomm i) j
    rw [Matrix.mul_diagonal, Matrix.diagonal_mul] at h
    have h0 : Y i j * (d j - d i) = 0 := by linear_combination h
    exact (mul_eq_zero.1 h0).resolve_right (sub_ne_zero.2 (hsimple j hj))
  have hii := congrFun (congrFun hY i) i
  rw [Matrix.mul_apply, Matrix.diagonal_apply_eq,
    Finset.sum_eq_single i (fun j _ hj => by rw [hoff j hj, zero_mul])
      (fun h => absurd (Finset.mem_univ i) h)] at hii
  nlinarith [mul_self_nonneg (Y i i)]

/-- Every propagator of the driven system ends at `diag(-2, -1/2)`. -/
theorem propagator_final {U : ℝ → Mat2} (hU : IsPropagator U) :
    U 2 = Matrix.diagonal ![-2, -1 / 2] := by
  obtain ⟨h0, hc, hd⟩ := hU
  have h1 := propagate_const (Real.log 2 • K) U (zero_le_one' ℝ)
    (hc.mono (Icc_subset_Icc le_rfl (by norm_num)))
    (fun t ht => by
      have h := hd t ⟨ht.1, by linarith [ht.2]⟩
      rwa [generator, if_pos ht.2] at h)
  have h2 := propagate_const (Real.pi • J) U (one_le_two : (1 : ℝ) ≤ 2)
    (hc.mono (Icc_subset_Icc (by norm_num) le_rfl))
    (fun t ht => by
      have h := hd t ⟨by linarith [ht.1], ht.2⟩
      rwa [generator, if_neg (not_lt_of_ge ht.1)] at h)
  rw [h2, h1, h0, mul_one, sub_zero, one_smul, show (2 : ℝ) - 1 = 1 by norm_num, one_smul]
  exact exp_mul_exp_eq

/-- The final propagator of this real, piecewise constant drive is not the exponential of any
real matrix: there is no real Magnus exponent. -/
theorem no_real_magnus_exponent {U : ℝ → Mat2} (hU : IsPropagator U) :
    ¬ ∃ X : Mat2, NormedSpace.exp X = U 2 := by
  rintro ⟨X, hX⟩
  rw [propagator_final hU] at hX
  refine exp_ne_diagonal ![-2, -1 / 2] 0 (by norm_num) (fun j hj => ?_) X hX
  fin_cases j
  · exact absurd rfl hj
  · norm_num

/-- The square of the final propagator has the real exponent `2 ln 2 (E11 - E22)`. -/
theorem doubled_drive_real_exponent {U : ℝ → Mat2} (hU : IsPropagator U) :
    NormedSpace.exp ((2 * Real.log 2) • K) = U 2 * U 2 := by
  have h4 : Real.exp (2 * Real.log 2) = 4 := by
    rw [two_mul, Real.exp_add, Real.exp_log two_pos]
    norm_num
  rw [propagator_final hU, exp_squeeze, Real.exp_neg, h4, Matrix.diagonal_mul_diagonal]
  ext i j
  fin_cases i <;> fin_cases j <;> norm_num [Matrix.diagonal]

/-- The explicit evolution: squeeze up to time 1, then rotate. -/
def evolution (t : ℝ) : Mat2 :=
  NormedSpace.exp (max (t - 1) 0 • (Real.pi • J)) *
    NormedSpace.exp (min t 1 • (Real.log 2 • K))

/-- The explicit evolution is a propagator of the driven system. -/
theorem isPropagator_witness : IsPropagator evolution := by
  have hexp : ∀ A : Mat2, Continuous (fun s : ℝ => NormedSpace.exp (s • A)) := fun A =>
    continuous_iff_continuousAt.2 fun t => (hasDerivAt_exp_smul_const A t).continuousAt
  refine ⟨by simp [evolution], ?_, fun t _ => ?_⟩
  · exact (((hexp (Real.pi • J)).comp
      ((continuous_id.sub continuous_const).max continuous_const)).mul
      ((hexp (Real.log 2 • K)).comp (continuous_id.min continuous_const))).continuousOn
  · by_cases ht : t < 1
    · -- before the switch only the squeeze acts
      have e : ∀ s ∈ Iio (1 : ℝ),
          evolution s = NormedSpace.exp (s • (Real.log 2 • K)) := by
        intro s hs
        have hs' : s < 1 := hs
        rw [evolution, max_eq_right (by linarith), min_eq_left hs'.le, zero_smul,
          NormedSpace.exp_zero, one_mul]
      rw [generator, if_pos ht, e t ht]
      exact ((hasDerivAt_exp_smul_const' (Real.log 2 • K) t).congr_of_eventuallyEq
        (Filter.eventually_of_mem (Iio_mem_nhds ht) e)).hasDerivWithinAt
    · -- after the switch the rotation acts on the squeezed state
      have ht' : 1 ≤ t := not_lt.1 ht
      have e : ∀ s ∈ Ici t, evolution s = NormedSpace.exp ((s - 1) • (Real.pi • J)) *
          NormedSpace.exp ((1 : ℝ) • (Real.log 2 • K)) := by
        intro s hs
        have hs' : t ≤ s := hs
        rw [evolution, max_eq_left (by linarith), min_eq_right (by linarith)]
      rw [generator, if_neg ht, e t self_mem_Ici, ← mul_assoc]
      exact ((HasDerivAt.comp_sub_const t 1
        (hasDerivAt_exp_smul_const' (Real.pi • J) (t - 1))).mul_const _).hasDerivWithinAt.congr
        e (e t self_mem_Ici)

end

end MissingRealMagnusExponent
```

```lean
#print axioms MissingRealMagnusExponent.no_real_magnus_exponent
#print axioms MissingRealMagnusExponent.doubled_drive_real_exponent
```

```
'MissingRealMagnusExponent.no_real_magnus_exponent' depends on axioms: [propext, Classical.choice, Quot.sound]
'MissingRealMagnusExponent.doubled_drive_real_exponent' depends on axioms: [propext, Classical.choice, Quot.sound]
```

## How the proof follows the derivation

`propagate_const` is the constant-generator step. `hE` differentiates $e^{(b-t)A}$, the product rule supplies the other term, and `noncomm_ring` cancels the two without commuting matrices. `constant_of_has_deriv_right_zero` then turns a zero right derivative into constancy.

`exp_rotation` and `exp_squeeze` apply this lemma on $[0,1]$ to the trigonometric and hyperbolic candidates. In each, `hd` is the differential equation for the candidate, obtained from `hJ` ($J^2=-1$) or `hK` ($K^2=1$), and `module` matches the coefficients. `exp_mul_exp_eq` inserts $\theta=\pi$ and $s=\ln 2$ and multiplies.

`exp_ne_diagonal` is the obstruction. It obtains `Y` from the half exponent, derives `hcomm` from `Y * Y`, and reads off the vanishing entries in `hoff`. `Finset.sum_eq_single` reduces the sum for $(Y^2)_{ii}$ to one term, and `nlinarith` finds the contradiction between $Y_{ii}^2\ge0$ and $d_i<0$.

`propagator_final` uses `propagate_const` once on $[0,1]$ and once on $[1,2]$. The half-open intervals assign the switching time to the rotation, in agreement with `generator`. `no_real_magnus_exponent` then applies the obstruction at index 0, where the entry is $-2$. `doubled_drive_real_exponent` compares $e^{2\ln 2\,K}$ with the square of the final propagator.

Existence is settled by `evolution`, which writes both stages in one formula: `min t 1` is the time spent squeezing and `max (t - 1) 0` the time spent rotating. `isPropagator_witness` proves continuity from that formula and checks the equation of motion in two cases. For $t<1$ the evolution is a pure squeeze near $t$. For $t\ge1$ it is, from $t$ onwards, a rotation acting on the fixed squeezed state, which is all that a right derivative requires.
